# Zero current in a unit-hopping chain at the energy of a coupled side site

Attach one extra site, of real energy $e$, to a site of an infinite tight-binding chain with hopping 1 between nearest neighbours only, through a real coupling $v\neq 0$. Every stationary state at energy $E=e$ then vanishes at the junction and carries no current on any bond of the chain. This holds for all complex solutions of the stationary equations, bounded or not.

## An electron passing a side site

An electron moves along a chain and meets a site to which a further orbital is attached. It can pass directly, or visit the side orbital and return. At the energy of the side orbital, the interference of these routes blocks the passage. This is the Fano antiresonance. The result below concerns the blocking at that one energy and says nothing about the line shape around it.

Let $\psi_n$ be the amplitude on chain site $n\in\mathbb Z$ and $\varphi$ the amplitude on the side site, which is joined to site 0. The chain sites have energy zero, and energies are measured in units of the hopping. The stationary equations at real energy $E$ are

$$\psi_{n-1}+\psi_{n+1}+v\varphi\,\delta_{n0}=E\psi_n,\qquad v\psi_0+e\varphi=E\varphi .$$

The current on the bond from $n$ to $n+1$ is, up to a constant factor,

$$J_n=\operatorname{Im}(\overline{\psi_n}\,\psi_{n+1}).$$

With hopping $+1$ and $\hbar=1$, the particle current to the right is $-2J_n$. With the common convention of a negative hopping, the factor would be positive. The sign plays no role when the current is zero.

The result bears on coherent transport through quantum wires and molecules with a side group, within a model of non-interacting electrons with one orbital per site, hopping only between neighbouring sites, and a single side orbital. A direct hopping from site $-1$ to site $1$ would let current bypass the junction.

## The equations and the theorem in Lean

The proposition `IsEigenstate e v E ψ φ` says that the two stationary equations hold. Its field `chain` is the equation on the chain for every integer `n`, with the Kronecker delta written as an `if`, and `side` is the equation on the side site. The parameters `e`, `v` and `E` are real numbers. The amplitudes are a function `ψ : ℤ → ℂ` and a number `φ : ℂ`.

The name is wider than textbook use: an "eigenstate" here need not be normalisable or bounded, and may even be zero. This generality is useful, since the theorem then applies to scattering states and to any other solution.

The main theorem, `fano_antiresonance`, assumes `v ≠ 0` and `IsEigenstate e v e ψ φ`. The third argument is the energy of the state, so the repeated `e` expresses $E=e$. The conclusion is $\psi_0=0$ together with $\operatorname{Im}(\overline{\psi_n}\psi_{n+1})=0$ for all integers $n$. The same expression is called `bondCurrent ψ n` elsewhere in the file.

A second theorem, `eigenstate_iff_splitWave`, also assumes `v ≠ 0` and lists all solutions at this energy. It uses the real sequence `standingWave e`, written $s_m$ below:

$$s_0=0,\qquad s_1=1,\qquad s_{m+2}=e\,s_{m+1}-s_m .$$

For $|e|<2$, with $e=2\cos k$, this is $s_m=\sin(mk)/\sin k$, an ordinary standing wave. For $|e|\ge 2$ the sequence grows without bound, and the name is only a label. The function `splitWave e a b` equals $a\,s_n$ for $n>0$ and $b\,s_{|n|}$ for $n\le 0$.

Passing from zero current to zero transmission is a step taken here in ordinary mathematics and not in Lean. Let $|e|<2$, and let a wave come in from the left, so that only an outgoing wave $\psi_n=t\,e^{ikn}$ is present for $n\ge 1$, with $2\cos k=e$ and $\sin k\ne 0$. Then $J_1=|t|^2\sin k$, and $J_1=0$ gives $t=0$.

## Current conservation and the node

**The current is the same on both sides of a site.** Let $E$ be any real energy, and write $w_n=v\varphi\,\delta_{n0}$. The chain equation gives $\psi_{n+1}=E\psi_n-\psi_{n-1}-w_n$. Multiply by $\overline{\psi_n}$ and take imaginary parts:

$$J_n=\operatorname{Im}\big(E|\psi_n|^2\big)-\operatorname{Im}(\overline{\psi_n}\psi_{n-1})-\operatorname{Im}(\overline{\psi_n}w_n).$$

The first term is zero because $E$ is real. The second, with its sign, is $\operatorname{Im}(\overline{\psi_{n-1}}\psi_n)=J_{n-1}$. The third is zero for $n\ne0$, since $w_n=0$ there. For $n=0$ the side equation reads $v\psi_0=(E-e)\varphi$. Its conjugate, multiplied by $\varphi$, gives

$$\overline{\psi_0}\,v\varphi=(E-e)|\varphi|^2,$$

which is real. The side site therefore draws no net current, and $J_n=J_{n-1}$ for every $n$. By induction in both directions, $J_n=J_0$ for all integers $n$.

**The junction is a node.** At $E=e$ the side equation becomes $v\psi_0=0$. Since $v\neq0$, it follows that $\psi_0=0$. Hence $J_0=\operatorname{Im}(\overline{\psi_0}\psi_1)=0$, and so $J_n=0$ on every bond.

## All solutions at the side-site energy

Put $a=\psi_1$ and $b=\psi_{-1}$. To the right of the junction, $\psi_0=0$, $\psi_1=a$ and $\psi_{m+2}=e\psi_{m+1}-\psi_m$, so $\psi_m=a\,s_m$ for all $m\ge0$. To the left, the same recursion gives $\psi_{-m}=b\,s_m$. The chain equation at site 0 is $b+a+v\varphi=0$, which fixes $v\varphi=-(a+b)$.

Conversely, take any complex $a$ and $b$, define $\psi$ by these formulas and set $\varphi=-(a+b)/v$. At site $m+1$ with $m\ge0$, the chain equation is $a(s_m+s_{m+2})=e\,a\,s_{m+1}$, which is the recursion for $s$. At site $-(m+1)$ it is the same with $b$ for $a$. At site 0 it reads $b+a-(a+b)=0$. The side equation is $v\cdot0+e\varphi=e\varphi$.

Non-zero solutions therefore exist for every real $e$, although for $|e|\ge2$ all of them are unbounded. The two half-chains have independent amplitudes, and the side site supplies whatever is needed to balance the equation at the node.

## A worked case with $e=1$ and $v=2$

For $e=1$ the sequence $s_m$ begins $0,1,1,0$. Choose $a=1$ and $b=i$. Then $\varphi=-(1+i)/2$, and the chain amplitudes near the junction are

| $n$ | $-3$ | $-2$ | $-1$ | $0$ | $1$ | $2$ | $3$ |
|---|---|---|---|---|---|---|---|
| $\psi_n$ | $0$ | $i$ | $i$ | $0$ | $1$ | $1$ | $0$ |

At site 0 the equation is $i+1+2\varphi=0$, as required. At site 1 it is $0+1=1$, and at site $-1$ it is $i+0=i$. On the bond from $-2$ to $-1$ the current is $\operatorname{Im}(\overline{i}\,i)=\operatorname{Im}1=0$. The two halves differ in phase by a quarter turn, yet no current flows: within each half all non-zero amplitudes have the same phase up to sign, and the two bonds that join the halves end at the node.

## An uncoupled side site lets the current through

If the condition $v\ne0$ is removed and everything else kept, the theorem is false. Take $v=0$, $e=E=0$, $\varphi=0$ and $\psi_n=i^n$. The chain equation holds because $i^{n-1}+i^{n+1}=i^n(-i+i)=0$, and the side equation is $0=0$. Yet $\psi_0=1$, and $\overline{i^n}\,i^{n+1}=i$ gives $J_n=1$ on every bond.

## The complete Lean file

```lean
import Mathlib

open ComplexConjugate

namespace FanoAntiresonance

noncomputable section

/-- The stationary equations at energy `E` for a unit-hopping chain with amplitudes `ψ n`,
whose site `0` is joined by `v` to a side site of energy `e` and amplitude `φ`. -/
structure IsEigenstate (e v E : ℝ) (ψ : ℤ → ℂ) (φ : ℂ) : Prop where
  chain : ∀ n : ℤ, ψ (n - 1) + ψ (n + 1) + (if n = 0 then (v : ℂ) * φ else 0) = E * ψ n
  side : (v : ℂ) * ψ 0 + e * φ = E * φ

/-- The probability current on the bond from site `n` to site `n + 1`, up to a constant
prefactor. -/
def bondCurrent (ψ : ℤ → ℂ) (n : ℤ) : ℝ := (conj (ψ n) * ψ (n + 1)).im

/-- The real solution of the chain equation at energy `e` that starts with the values
`0` and `1`. -/
def standingWave (e : ℝ) : ℕ → ℝ
  | 0 => 0
  | 1 => 1
  | n + 2 => e * standingWave e (n + 1) - standingWave e n

/-- The standing wave with amplitude `a` on the right half-chain and amplitude `b` on the
left half-chain. -/
def splitWave (e : ℝ) (a b : ℂ) (n : ℤ) : ℂ :=
  (if 0 < n then a else b) * (standingWave e n.natAbs : ℂ)

/-- For a stationary state at any real energy, the currents entering and leaving a chain site along
the chain are equal, also at the site that carries the side site. -/
theorem current_step {e v E : ℝ} {ψ : ℤ → ℂ} {φ : ℂ} (h : IsEigenstate e v E ψ φ) (n : ℤ) :
    bondCurrent ψ n = bondCurrent ψ (n - 1) := by
  have hc := h.chain n
  -- no net current flows into the side site
  have key : (conj (ψ n) * (if n = 0 then (v : ℂ) * φ else 0)).im = 0 := by
    split_ifs with hn
    · subst hn
      have hr := congrArg Complex.re h.side
      have hi := congrArg Complex.im h.side
      simp only [Complex.add_re, Complex.re_ofReal_mul] at hr
      simp only [Complex.add_im, Complex.im_ofReal_mul] at hi
      simp only [Complex.mul_im, Complex.conj_re, Complex.conj_im, Complex.re_ofReal_mul,
        Complex.ofReal_re, Complex.ofReal_im]
      linear_combination φ.im * hr - φ.re * hi
    · simp
  generalize (if n = 0 then (v : ℂ) * φ else 0) = w at hc key
  have hz : ψ (n + 1) = E * ψ n - ψ (n - 1) - w := by linear_combination hc
  unfold bondCurrent
  rw [sub_add_cancel, hz]
  simp only [Complex.mul_im, Complex.conj_re, Complex.conj_im, Complex.sub_re, Complex.sub_im,
    Complex.re_ofReal_mul, Complex.ofReal_re, Complex.ofReal_im] at key ⊢
  linear_combination -key

/-- At every real energy a stationary state carries the same current on all bonds of the
chain. -/
theorem current_uniform {e v E : ℝ} {ψ : ℤ → ℂ} {φ : ℂ} (h : IsEigenstate e v E ψ φ) (n : ℤ) :
    bondCurrent ψ n = bondCurrent ψ 0 := by
  refine Int.induction_on n rfl (fun i ih => ?_) (fun i ih => ?_)
  · have hs := current_step h ((i : ℤ) + 1)
    rw [add_sub_cancel_right] at hs
    exact hs.trans ih
  · exact (current_step h (-(i : ℤ))).symm.trans ih

/-- At the energy of a side site coupled by `v ≠ 0`, every stationary state has a node at
the chain site to which the side site is attached. -/
theorem node_at_junction {e v : ℝ} (hv : v ≠ 0) {ψ : ℤ → ℂ} {φ : ℂ}
    (h : IsEigenstate e v e ψ φ) : ψ 0 = 0 := by
  have h1 : (v : ℂ) * ψ 0 = 0 := by linear_combination h.side
  exact (mul_eq_zero.mp h1).resolve_left (Complex.ofReal_ne_zero.mpr hv)

/-- Fano antiresonance: at the energy of a side site coupled by `v ≠ 0`, every stationary state
vanishes at the junction and carries no current on any bond of the chain. -/
theorem fano_antiresonance {e v : ℝ} (hv : v ≠ 0) {ψ : ℤ → ℂ} {φ : ℂ}
    (h : IsEigenstate e v e ψ φ) : ψ 0 = 0 ∧ ∀ n : ℤ, (conj (ψ n) * ψ (n + 1)).im = 0 := by
  have h0 := node_at_junction hv h
  refine ⟨h0, fun n => ?_⟩
  -- the current is uniform, and it vanishes on the bond next to the node
  have hb : bondCurrent ψ 0 = 0 := by simp [bondCurrent, h0]
  exact (current_uniform h n).trans hb

/-- On the right half-chain the split wave is `a` times the standing wave. -/
theorem splitWave_right (e : ℝ) (a b : ℂ) (m : ℕ) :
    splitWave e a b (m : ℤ) = a * (standingWave e m : ℂ) := by
  cases m with
  | zero => simp [splitWave, standingWave]
  | succ m =>
    have hm : (0 : ℤ) < ((m + 1 : ℕ) : ℤ) := by omega
    simp only [splitWave, if_pos hm, Int.natAbs_natCast]

/-- On the left half-chain the split wave is `b` times the standing wave. -/
theorem splitWave_left (e : ℝ) (a b : ℂ) (m : ℕ) :
    splitWave e a b (-(m : ℤ)) = b * (standingWave e m : ℂ) := by
  have hm : ¬ (0 : ℤ) < -(m : ℤ) := by omega
  simp only [splitWave, if_neg hm, Int.natAbs_neg, Int.natAbs_natCast]

/-- For `v ≠ 0` the stationary states at the side-site energy are exactly the split waves with
arbitrary amplitudes `a` and `b`, the side amplitude being fixed by `v φ = -(a + b)`. -/
theorem eigenstate_iff_splitWave {e v : ℝ} (hv : v ≠ 0) (ψ : ℤ → ℂ) (φ : ℂ) :
    IsEigenstate e v e ψ φ ↔
      ∃ a b : ℂ, ψ = splitWave e a b ∧ (v : ℂ) * φ = -(a + b) := by
  have hs : ∀ m : ℕ, standingWave e (m + 1 + 1)
      = e * standingWave e (m + 1) - standingWave e m := fun _ => rfl
  constructor
  · intro h
    have h0 := node_at_junction hv h
    -- the recursion to the right of the node
    have right : ∀ m : ℕ, ψ (m : ℤ) = ψ 1 * (standingWave e m : ℂ) ∧
        ψ ((m : ℤ) + 1) = ψ 1 * (standingWave e (m + 1) : ℂ) := by
      intro m
      induction m with
      | zero => constructor <;> simp [h0, standingWave]
      | succ m ih =>
        have hc := h.chain ((m : ℤ) + 1)
        rw [if_neg (by omega), add_sub_cancel_right, ih.1, ih.2] at hc
        have hm : ((m + 1 : ℕ) : ℤ) = (m : ℤ) + 1 := by omega
        rw [hm, hs]
        refine ⟨ih.2, ?_⟩
        push_cast
        linear_combination hc
    -- the recursion to the left of the node
    have left : ∀ m : ℕ, ψ (-(m : ℤ)) = ψ (-1) * (standingWave e m : ℂ) ∧
        ψ (-(m : ℤ) - 1) = ψ (-1) * (standingWave e (m + 1) : ℂ) := by
      intro m
      induction m with
      | zero => constructor <;> simp [h0, standingWave]
      | succ m ih =>
        have hc := h.chain (-(m : ℤ) - 1)
        rw [if_neg (by omega), sub_add_cancel, ih.1, ih.2] at hc
        have hm : -((m + 1 : ℕ) : ℤ) = -(m : ℤ) - 1 := by omega
        rw [hm, hs]
        refine ⟨ih.2, ?_⟩
        push_cast
        linear_combination hc
    refine ⟨ψ 1, ψ (-1), ?_, ?_⟩
    · funext n
      rcases le_total 0 n with hn | hn
      · obtain ⟨m, rfl⟩ : ∃ m : ℕ, n = (m : ℤ) := ⟨n.toNat, by omega⟩
        rw [splitWave_right]
        exact (right m).1
      · obtain ⟨m, rfl⟩ : ∃ m : ℕ, n = -(m : ℤ) := ⟨(-n).toNat, by omega⟩
        rw [splitWave_left]
        exact (left m).1
    · have hc := h.chain 0
      rw [if_pos rfl, h0, zero_sub, zero_add, mul_zero] at hc
      linear_combination hc
  · rintro ⟨a, b, rfl, hφ⟩
    have h0 : splitWave e a b 0 = 0 := by simp [splitWave, standingWave]
    refine ⟨fun n => ?_, by rw [h0]; ring⟩
    rcases lt_trichotomy n 0 with hn | hn | hn
    · obtain ⟨m, rfl⟩ : ∃ m : ℕ, n = -((m + 1 : ℕ) : ℤ) := ⟨(-n - 1).toNat, by omega⟩
      have h1 : -((m + 1 : ℕ) : ℤ) - 1 = -((m + 1 + 1 : ℕ) : ℤ) := by omega
      have h2 : -((m + 1 : ℕ) : ℤ) + 1 = -(m : ℤ) := by omega
      rw [if_neg (by omega), h1, h2, splitWave_left, splitWave_left, splitWave_left, hs]
      push_cast
      ring
    · subst hn
      have h1 : splitWave e a b (0 - 1) = b := by simp [splitWave, standingWave]
      have h2 : splitWave e a b (0 + 1) = a := by simp [splitWave, standingWave]
      rw [if_pos rfl, h0, h1, h2, hφ]
      ring
    · obtain ⟨m, rfl⟩ : ∃ m : ℕ, n = ((m + 1 : ℕ) : ℤ) := ⟨(n - 1).toNat, by omega⟩
      have h1 : ((m + 1 : ℕ) : ℤ) - 1 = (m : ℤ) := by omega
      have h2 : ((m + 1 : ℕ) : ℤ) + 1 = ((m + 1 + 1 : ℕ) : ℤ) := by omega
      rw [if_neg (by omega), h1, h2, splitWave_right, splitWave_right, splitWave_right, hs]
      push_cast
      ring

/-- With the side site uncoupled (`v = 0`) and `e = E = 0`, the wave `iⁿ` is a stationary
state with unit current on every bond. -/
theorem uncoupled_carries_current :
    IsEigenstate 0 0 0 (fun n => Complex.I ^ n) 0 ∧
      ∀ n : ℤ, bondCurrent (fun n => Complex.I ^ n) n = 1 := by
  have h2 : ∀ n : ℤ, Complex.I ^ (n + 1) = Complex.I ^ n * Complex.I :=
    fun n => zpow_add_one₀ Complex.I_ne_zero n
  refine ⟨⟨fun n => ?_, by simp⟩, fun n => ?_⟩
  · have h1 : Complex.I ^ (n - 1) = Complex.I ^ n * (-Complex.I) := by
      rw [zpow_sub_one₀ Complex.I_ne_zero, Complex.inv_I]
    simp only [h1, h2, mul_zero, ite_self, Complex.ofReal_zero, zero_mul]
    ring
  · have hn : Complex.normSq (Complex.I ^ n) = 1 := by
      rw [map_zpow₀, Complex.normSq_I, one_zpow]
    simp only [bondCurrent, h2]
    rw [← mul_assoc, mul_comm (conj (Complex.I ^ n)), Complex.mul_conj, hn]
    simp

end

end FanoAntiresonance
```

```lean
#print axioms FanoAntiresonance.current_step
#print axioms FanoAntiresonance.fano_antiresonance
#print axioms FanoAntiresonance.eigenstate_iff_splitWave
#print axioms FanoAntiresonance.uncoupled_carries_current
```

```
'FanoAntiresonance.current_step' depends on axioms: [propext, Classical.choice, Quot.sound]
'FanoAntiresonance.fano_antiresonance' depends on axioms: [propext, Classical.choice, Quot.sound]
'FanoAntiresonance.eigenstate_iff_splitWave' depends on axioms: [propext, Classical.choice, Quot.sound]
'FanoAntiresonance.uncoupled_carries_current' depends on axioms: [propext, Classical.choice, Quot.sound]
```

## From the hand derivation to the Lean proof

`current_step` proves $J_n=J_{n-1}$. Its intermediate claim `key` is $\operatorname{Im}(\overline{\psi_n}w_n)=0$. The tactic `split_ifs` separates the junction from the other sites. At the junction, `hr` and `hi` are the real and imaginary parts of the side equation, and `linear_combination φ.im * hr - φ.re * hi` combines them. This is the statement that $(E-e)|\varphi|^2$ is real, written in components. Then `generalize` replaces the `if` expression by a single number `w`, so that the rest of the argument is the same at every site. The equation `hz` solves the chain equation for $\psi_{n+1}$, and the last `linear_combination` compares the imaginary parts.

`current_uniform` applies `Int.induction_on`, which has one step upwards and one downwards from 0. Each uses `current_step` at the appropriate site.

`node_at_junction` subtracts $e\varphi$ from both sides of the side equation to get $v\psi_0=0$ and cancels $v$. `fano_antiresonance` then computes $J_0=0$ from the node and carries this to all bonds by `current_uniform`.

`splitWave_right` and `splitWave_left` evaluate the split wave at $m$ and $-m$ for a natural number $m$. Site 0 belongs to both formulas without conflict, since $s_0=0$.

In `eigenstate_iff_splitWave`, the forward direction proves the claims `right` and `left` by induction. Each claim carries two neighbouring amplitudes at once, because the recursion needs two previous values. The witnesses are `ψ 1` and `ψ (-1)`, the numbers $a$ and $b$ above, and the chain equation at 0 supplies the condition on $v\varphi$. In the reverse direction, `lt_trichotomy` splits the check of the chain equation into sites left of the junction, the junction itself, and sites right of it. On either side the proof rewrites with the recursion `hs`, and `ring` then closes the case.

`uncoupled_carries_current` is the counter-example with $i^n$. It rewrites the neighbouring powers as $i^n\cdot i$ and $i^n\cdot(-i)$, and uses $|i^n|^2=1$ to evaluate the current.
